# The $d$-dimensional radial equation as a one-dimensional equation with shifted angular momentum

Take an s-wave in three dimensions and set $u=rR$. Then $u'=R+rR'$ and

$$u''=rR''+2R'=r\left(R''+\frac{2}{r}R'\right).$$

The cross term of the product rule supplies the first-derivative term of the Laplacian. The parts below extend this to real dimension $d$ and real angular momentum $l$.

## Operators and equations on $r>0$

In Lean 4 with Mathlib:

```lean
import Mathlib

open Filter Topology

namespace RadialSubstitution

noncomputable section
```

The function $R$ and its derivative $R'$ are assumed differentiable at every positive radius; $R''$ need not be continuous. Such functions are called admissible below.

```lean
/-- The function and its first derivative are differentiable at every positive radius. -/
def TwiceDiff (R : ℝ → ℝ) : Prop :=
  ∀ r : ℝ, 0 < r → DifferentiableAt ℝ R r ∧ DifferentiableAt ℝ (deriv R) r
```

The radial Laplacian, written $\Delta_{d,l}$ below, is taken as a definition. Its derivation by separating off the angles is not included.

```lean
/-- The radial part of the Laplacian in `d` dimensions at angular momentum `l`:
`R'' + (d-1) R'/r - l(l+d-2) R/r²`. -/
def radialLaplacian (d l : ℝ) (R : ℝ → ℝ) (r : ℝ) : ℝ :=
  deriv (deriv R) r + (d - 1) / r * deriv R r - l * (l + d - 2) / r ^ 2 * R r
```

The reduced function $u$ and the shifted angular momentum $s$ are `reduced d R` and `shifted d l`.

```lean
/-- The reduced radial function `u = r^((d-1)/2) R`. -/
def reduced (d : ℝ) (R : ℝ → ℝ) (r : ℝ) : ℝ := r ^ ((d - 1) / 2) * R r

/-- The shifted angular momentum `s = l + (d-3)/2`. -/
def shifted (d l : ℝ) : ℝ := l + (d - 3) / 2
```

Two predicates state the Schrödinger equations in atomic units, with arbitrary real potential $V$ and energy $E$. They impose no normalisation and no boundary condition at the origin or at infinity.

```lean
/-- The radial Schrödinger equation in `d` dimensions, in atomic units, on `r > 0`. -/
def SolvesRadial (d l : ℝ) (V : ℝ → ℝ) (E : ℝ) (R : ℝ → ℝ) : Prop :=
  ∀ r : ℝ, 0 < r → -(1 / 2) * radialLaplacian d l R r + V r * R r = E * R r

/-- The one-dimensional Schrödinger equation on `r > 0` with centrifugal term
`s(s+1)/(2r²)`, in atomic units. -/
def SolvesReduced (s : ℝ) (V : ℝ → ℝ) (E : ℝ) (u : ℝ → ℝ) : Prop :=
  ∀ r : ℝ, 0 < r →
    -(1 / 2) * deriv (deriv u) r + (s * (s + 1) / (2 * r ^ 2) + V r) * u r = E * u r
```

## (a) One derivative of a power times $R$

For real $a$ and $r>0$, show that

$$(r^aR)'=r^a\left(R'+\frac{a}{r}R\right).$$

**Solution.** The product rule gives $r^aR'+ar^{a-1}R$, and $r^{a-1}=r^a/r$. The code takes the same two steps, the second with `Real.rpow_sub_one`.

```lean
/-- The first derivative of `r^a R` is `r^a (R' + a R/r)`. -/
theorem hasDerivAt_rpow_mul {R : ℝ → ℝ} {R' r : ℝ} (a : ℝ) (hr : 0 < r)
    (h : HasDerivAt R R' r) :
    HasDerivAt (fun x => x ^ a * R x) (r ^ a * (R' + a / r * R r)) r := by
  have hp := Real.hasDerivAt_rpow_const (x := r) (p := a) (Or.inl hr.ne')
  refine (hp.fun_mul h).congr_deriv ?_
  rw [Real.rpow_sub_one hr.ne']
  ring
```

## (b) Two derivatives

Show that

$$(r^aR)''=r^a\left(R''+\frac{2a}{r}R'+\frac{a(a-1)}{r^2}R\right).$$

**Solution.** Put $G=R'+aR/r$, so that $(r^aR)'=r^aG$. By (a), applied to $G$, the second derivative is $r^a(G'+aG/r)$, where

$$G'=R''+\frac{a}{r}R'-\frac{a}{r^2}R,\qquad \frac{a}{r}G=\frac{a}{r}R'+\frac{a^2}{r^2}R.$$

Adding gives the result. In the code, `hev` states that the formula from (a) holds throughout a neighbourhood of $r$, which permits differentiating it again; `hG` is the derivative of $G$.

```lean
/-- The second derivative of `r^a R` is `r^a (R'' + 2a R'/r + a(a-1) R/r²)`. -/
theorem deriv_deriv_rpow_mul {R : ℝ → ℝ} {r : ℝ} (a : ℝ) (hR : TwiceDiff R) (hr : 0 < r) :
    deriv (deriv (fun x => x ^ a * R x)) r =
      r ^ a * (deriv (deriv R) r + 2 * a / r * deriv R r + a * (a - 1) / r ^ 2 * R r) := by
  -- the first-derivative formula holds in a whole neighbourhood of r
  have hev : deriv (fun x => x ^ a * R x) =ᶠ[𝓝 r]
      fun x => x ^ a * (deriv R x + a / x * R x) := by
    filter_upwards [Ioi_mem_nhds hr] with x hx
    exact (hasDerivAt_rpow_mul a hx (hR x hx).1.hasDerivAt).deriv
  have hi : HasDerivAt (fun x : ℝ => a / x) (-a / r ^ 2) r := by
    have h := (hasDerivAt_const r a).fun_div (hasDerivAt_id' r) hr.ne'
    exact h.congr_deriv (by ring)
  have hG : HasDerivAt (fun x => deriv R x + a / x * R x)
      (deriv (deriv R) r + (-a / r ^ 2 * R r + a / r * deriv R r)) r :=
    (hR r hr).2.hasDerivAt.fun_add (hi.fun_mul (hR r hr).1.hasDerivAt)
  have h3 : deriv (fun x => x ^ a * (deriv R x + a / x * R x)) r =
      r ^ a * ((deriv (deriv R) r + (-a / r ^ 2 * R r + a / r * deriv R r))
        + a / r * (deriv R r + a / r * R r)) :=
    (hasDerivAt_rpow_mul a hr hG).deriv
  rw [hev.deriv_eq, h3]
  ring
```

## (c) Matching the centrifugal terms

Show that

$$u''-\frac{s(s+1)}{r^2}u=r^{(d-1)/2}\,\Delta_{d,l}R.$$

**Solution.** Set $a=(d-1)/2$ in (b). Then $2a=d-1$ and $a(a-1)=(d-1)(d-3)/4$, while

$$s(s+1)=\left(l+\tfrac{d-3}{2}\right)\left(l+\tfrac{d-1}{2}\right)=l(l+d-2)+\tfrac{(d-1)(d-3)}{4}.$$

Subtraction leaves $-l(l+d-2)$ as the coefficient of $R/r^2$. The final `ring` does this algebra.

```lean
/-- The one-dimensional operator `u'' - s(s+1)u/r²` on the reduced function equals
`r^((d-1)/2)` times the `d`-dimensional radial Laplacian of `R`. -/
theorem reduced_operator {R : ℝ → ℝ} {r : ℝ} (d l : ℝ) (hR : TwiceDiff R) (hr : 0 < r) :
    deriv (deriv (reduced d R)) r
        - shifted d l * (shifted d l + 1) / r ^ 2 * reduced d R r =
      r ^ ((d - 1) / 2) * radialLaplacian d l R r := by
  have hu : deriv (deriv (reduced d R)) r = r ^ ((d - 1) / 2) *
      (deriv (deriv R) r + 2 * ((d - 1) / 2) / r * deriv R r
        + (d - 1) / 2 * ((d - 1) / 2 - 1) / r ^ 2 * R r) :=
    deriv_deriv_rpow_mul ((d - 1) / 2) hR hr
  rw [hu]
  simp only [radialLaplacian, reduced, shifted]
  ring
```

## (d) Solving for the Laplacian

Show that

$$\Delta_{d,l}R=r^{-(d-1)/2}\left(u''-\frac{s(s+1)}{r^2}u\right).$$

**Solution.** Multiply (c) by $r^{-(d-1)/2}$. The two powers multiply to 1 because $r>0$; this is `hp`.

```lean
/-- The `d`-dimensional radial Laplacian of `R` is
`r^(-(d-1)/2) (u'' - s(s+1)u/r²)` with `u = r^((d-1)/2) R` and `s = l + (d-3)/2`. -/
theorem radialLaplacian_eq_reduced {R : ℝ → ℝ} {r : ℝ} (d l : ℝ) (hR : TwiceDiff R)
    (hr : 0 < r) :
    radialLaplacian d l R r = r ^ (-((d - 1) / 2)) *
      (deriv (deriv (reduced d R)) r
        - shifted d l * (shifted d l + 1) / r ^ 2 * reduced d R r) := by
  have hp : r ^ (-((d - 1) / 2)) * r ^ ((d - 1) / 2) = 1 := by
    rw [← Real.rpow_add hr, neg_add_cancel, Real.rpow_zero]
  rw [reduced_operator d l hR hr, ← mul_assoc, hp, one_mul]
```

## (e) Equivalence of the Schrödinger equations

Show that $R$ solves the $d$-dimensional equation on $r>0$ exactly when

$$-\tfrac12u''+\left(\frac{s(s+1)}{2r^2}+V\right)u=Eu.$$

**Solution.** By (c), left side minus right side equals

$$r^{(d-1)/2}\left(-\tfrac12\Delta_{d,l}R+VR-ER\right).$$

The prefactor is positive, so both residuals vanish together. The identity is `key`, and each direction of the equivalence reads off one implication.

For one particle in a central potential, the same radial differential equation thus serves a three-dimensional atom ($s=l$) and a two-dimensional quantum dot ($s=l-\tfrac12$, where $l$ is the magnitude of the angular quantum number). For the dot this is the model with a constant effective mass, in units scaled to that mass.

```lean
/-- For any potential and energy, `R` solves the `d`-dimensional radial Schrödinger equation
exactly when `u` solves the one-dimensional equation with the shifted angular momentum. -/
theorem solvesRadial_iff_solvesReduced {R : ℝ → ℝ} (d l : ℝ) (V : ℝ → ℝ) (E : ℝ)
    (hR : TwiceDiff R) :
    SolvesRadial d l V E R ↔ SolvesReduced (shifted d l) V E (reduced d R) := by
  unfold SolvesRadial SolvesReduced
  refine forall₂_congr fun r hr => ?_
  have hl := reduced_operator d l hR hr
  have hu : reduced d R r = r ^ ((d - 1) / 2) * R r := rfl
  have hpos : 0 < r ^ ((d - 1) / 2) := Real.rpow_pos_of_pos hr _
  -- the residuals of the two equations differ by a positive factor
  have key : -(1 / 2) * deriv (deriv (reduced d R)) r
        + (shifted d l * (shifted d l + 1) / (2 * r ^ 2) + V r) * reduced d R r
        - E * reduced d R r =
      r ^ ((d - 1) / 2) *
        (-(1 / 2) * radialLaplacian d l R r + V r * R r - E * R r) := by
    linear_combination (-(1 / 2)) * hl + (V r - E) * hu
  constructor
  · intro h
    rw [sub_eq_zero.mpr h, mul_zero] at key
    exact sub_eq_zero.mp key
  · intro h
    rw [sub_eq_zero.mpr h] at key
    exact sub_eq_zero.mp ((mul_eq_zero.mp key.symm).resolve_left hpos.ne')
```

## (f) Uniqueness among power prefactors

Fix $d$ and $l$. Suppose that constants $a$ and $c$ satisfy, for every admissible $R$ and every $r>0$,

$$(r^aR)''-\frac{c}{r^2}r^aR=r^a\Delta_{d,l}R.$$

Show that $a=(d-1)/2$ and $c=s(s+1)$.

**Solution.** At $r=1$, the functions $R=1$ and $R=r$ give

$$a(a-1)-c=-l(l+d-2),$$
$$2a+a(a-1)-c=d-1-l(l+d-2).$$

Their difference fixes $a$; the first equation then fixes $c$. These are `A` and `B` in the code.

```lean
/-- If a prefactor `r^a` and a constant `c` turn the radial Laplacian into `u'' - c u/r²`
for every `R`, then `a = (d-1)/2` and `c = s(s+1)`. -/
theorem substitution_unique (d l a c : ℝ)
    (h : ∀ R : ℝ → ℝ, TwiceDiff R → ∀ r : ℝ, 0 < r →
      deriv (deriv (fun x => x ^ a * R x)) r - c / r ^ 2 * (r ^ a * R r) =
        r ^ a * radialLaplacian d l R r) :
    a = (d - 1) / 2 ∧ c = shifted d l * (shifted d l + 1) := by
  have e : ∀ k : ℝ, deriv (fun _ : ℝ => k) = fun _ => 0 := by
    intro k; funext x; simp
  have e' : deriv (fun x : ℝ => x) = fun _ => 1 := by
    funext x; simp
  have t1 : TwiceDiff (fun _ => 1) := fun r _ =>
    ⟨differentiableAt_const _, by rw [e]; exact differentiableAt_const _⟩
  have t2 : TwiceDiff (fun x => x) := fun r _ =>
    ⟨differentiableAt_id, by rw [e']; exact differentiableAt_const _⟩
  -- test the identity at r = 1 on the functions 1 and r
  have A := h _ t1 1 one_pos
  have B := h _ t2 1 one_pos
  rw [deriv_deriv_rpow_mul a t1 one_pos] at A
  rw [deriv_deriv_rpow_mul a t2 one_pos] at B
  simp only [radialLaplacian, e, e', Real.one_rpow] at A B
  have ha : a = (d - 1) / 2 := by linear_combination (1 / 2) * B - (1 / 2) * A
  refine ⟨ha, ?_⟩
  rw [ha] at A
  simp only [shifted]
  linear_combination (-1) * A
```

## (g) Trading two dimensions for one unit of $l$

Show that

$$\Delta_{d+2,l}\left(\frac{R}{r}\right)=\frac1r\,\Delta_{d,l+1}R.$$

**Solution.** Use (a) and (b) with $a=-1$. After extracting $1/r$, the coefficient of $R'/r$ is $-2+(d+1)=d-1$, and that of $R/r^2$ is

$$2-(d+1)-l(l+d)=-(l+1)(l+d-1).$$

The code obtains the two derivatives as `h1` and `h2`.

```lean
/-- The radial Laplacian in `d+2` dimensions at angular momentum `l`, applied to `R/r`, is
`1/r` times the one in `d` dimensions at angular momentum `l+1`, applied to `R`. -/
theorem dimension_shift {R : ℝ → ℝ} {r : ℝ} (d l : ℝ) (hR : TwiceDiff R) (hr : 0 < r) :
    radialLaplacian (d + 2) l (fun x => R x / x) r = radialLaplacian d (l + 1) R r / r := by
  have hf : (fun x => R x / x) = fun x => x ^ (-1 : ℝ) * R x := by
    funext x
    rw [Real.rpow_neg_one]
    ring
  have h1 : deriv (fun x => R x / x) r = r⁻¹ * (deriv R r + (-1) / r * R r) := by
    rw [hf, (hasDerivAt_rpow_mul (-1) hr (hR r hr).1.hasDerivAt).deriv, Real.rpow_neg_one]
  have h2 : deriv (deriv (fun x => R x / x)) r = r⁻¹ * (deriv (deriv R) r
      + 2 * (-1) / r * deriv R r + (-1) * (-1 - 1) / r ^ 2 * R r) := by
    rw [hf, deriv_deriv_rpow_mul (-1) hR hr, Real.rpow_neg_one]
  simp only [radialLaplacian]
  rw [h1, h2]
  ring
```

## (h) S-waves without a centrifugal term

Show that, at $l=0$,

$$s(s+1)=0\iff d=1\ \text{or}\ d=3.$$

**Solution.** Here $s(s+1)=(d-1)(d-3)/4$, and a product vanishes exactly when one of its factors does. In two dimensions the coefficient is $-\tfrac14$, an attractive term.

```lean
/-- At `l = 0` the centrifugal coefficient `s(s+1)` vanishes exactly for `d = 1` and `d = 3`. -/
theorem sWave_centrifugal_eq_zero_iff (d : ℝ) :
    shifted d 0 * (shifted d 0 + 1) = 0 ↔ d = 1 ∨ d = 3 := by
  have h : shifted d 0 * (shifted d 0 + 1) = (d - 1) * (d - 3) / 4 := by
    simp only [shifted]
    ring
  rw [h]
  constructor
  · intro h0
    have h1 : (d - 1) * (d - 3) = 0 := by linarith
    rcases mul_eq_zero.mp h1 with h2 | h2
    · left; linarith
    · right; linarith
  · rintro (h1 | h1) <;> rw [h1] <;> norm_num

end

end RadialSubstitution
```

## Requiring a continuous second derivative

Admissible functions could have been defined as twice continuously differentiable on $r>0$. Parts (b)–(e) and (g) would then cover fewer functions. Part (f) would become stronger, since its hypothesis would concern fewer functions, and the test functions $1$ and $r$ would still qualify.

```lean
#print axioms RadialSubstitution.radialLaplacian_eq_reduced
#print axioms RadialSubstitution.substitution_unique
#print axioms RadialSubstitution.dimension_shift
#print axioms RadialSubstitution.sWave_centrifugal_eq_zero_iff
```

```
'RadialSubstitution.radialLaplacian_eq_reduced' depends on axioms: [propext, Classical.choice, Quot.sound]
'RadialSubstitution.substitution_unique' depends on axioms: [propext, Classical.choice, Quot.sound]
'RadialSubstitution.dimension_shift' depends on axioms: [propext, Classical.choice, Quot.sound]
'RadialSubstitution.sWave_centrifugal_eq_zero_iff' depends on axioms: [propext, Classical.choice, Quot.sound]
```
